# Flat bands of a finite periodic lattice from eigenstates with nowhere-vanishing Fourier transform

Take two cells, one orbital in each, on-site energy $\varepsilon$ and hopping $t$ between the cells:

$$H=\begin{pmatrix}\varepsilon & t\\ t & \varepsilon\end{pmatrix}.$$

The Bloch phase from one cell to the next can be $+1$ or $-1$, and the Bloch matrix is a single number for each: $\varepsilon+t$ and $\varepsilon-t$. The eigenstate $(1,1)/\sqrt2$ has energy $\varepsilon+t$. Its Fourier sum $\psi_0\pm\psi_1$ is $\sqrt2$ at phase $+1$ and $0$ at phase $-1$, so it carries information about the first Bloch number only. If $t=0$, the state $(1,0)$ is also an eigenstate, with energy $\varepsilon$. Its Fourier sum is $1$ at both phases, and both Bloch numbers do equal $\varepsilon$.

The general rule is that an eigenstate fixes an eigenvalue of the Bloch matrix at each momentum where its Fourier transform is nonzero. If the transform vanishes nowhere, the energy belongs to every momentum.

## Cells, orbitals and characters

The cells form a finite abelian group $G$, for instance $\mathbb Z_{N_1}\times\mathbb Z_{N_2}$ for a two-dimensional crystal with periodic boundary conditions. The orbitals in a cell form a finite set $I$, and all orbitals are taken to be orthonormal.

In Lean 4 with Mathlib:

```lean
import Mathlib

open Matrix

namespace FlatBands

noncomputable section

variable {G I : Type*} [AddCommGroup G] [Fintype G] [Fintype I]
```

An eigenstate is a nonzero vector with $H\psi=E\psi$. The energy $E$ is complex and $H$ need not be Hermitian, so models with gain and loss are included. States are not normalised.

```lean
/-- A nonzero state `ψ` that the matrix `H` multiplies by the energy `E`. -/
def IsEigenstate {n : Type*} [Fintype n] (H : Matrix n n ℂ) (E : ℂ) (ψ : n → ℂ) : Prop :=
  ψ ≠ 0 ∧ H *ᵥ ψ = E • ψ
```

Translation invariance says that a hopping amplitude depends on the two cells only through their separation:

$$H_{(x+a,i),(y+a,j)}=H_{(x,i),(y,j)}.$$

This stands for a perfect crystal, without disorder or edges.

```lean
/-- Hopping amplitudes are unchanged when both cells are shifted by the same lattice vector. -/
def TranslationInvariant {G I : Type*} [AddCommGroup G]
    (H : Matrix (G × I) (G × I) ℂ) : Prop :=
  ∀ (a x y : G) (i j : I), H (x + a, i) (y + a, j) = H (x, i) (y, j)
```

The translate of a state by $a$ is $(T_a\psi)(x,i)=\psi(x-a,i)$.

```lean
/-- The state `ψ` moved by the lattice vector `a`. -/
def translate {G I : Type*} [AddCommGroup G] (a : G) (ψ : G × I → ℂ) : G × I → ℂ :=
  fun p => ψ (p.1 - a, p.2)
```

Crystal momentum enters as a character $\chi$ of $G$, a map with $\chi(x+y)=\chi(x)\chi(y)$ and $\chi(0)=1$. On a ring of $N$ cells the characters are $\chi(x)=e^{ikx}$ with $k=2\pi m/N$. The transform of $\psi$ at $\chi$ is a vector over the orbitals,

$$\hat\psi_\chi(i)=\sum_x\chi(-x)\,\psi(x,i).$$

It has no prefactor; dividing by $\sqrt{|G|}$ gives the unitary convention. The phases refer to cells, not to the positions of orbitals within them.

```lean
/-- The lattice Fourier transform of `ψ` at the character `χ`, a vector over the orbitals. -/
def cellFourier {G I : Type*} [AddCommGroup G] [Fintype G]
    (ψ : G × I → ℂ) (χ : AddChar G ℂ) : I → ℂ :=
  fun i => ∑ x, χ (-x) * ψ (x, i)
```

The Bloch matrix collects the hoppings from the cell at the origin:

$$B_\chi(i,j)=\sum_r\chi(-r)\,H_{(r,i),(0,j)}.$$

```lean
/-- The Bloch matrix of `H` at the character `χ`. -/
def bloch {G I : Type*} [AddCommGroup G] [Fintype G]
    (H : Matrix (G × I) (G × I) ℂ) (χ : AddChar G ℂ) : Matrix I I ℂ :=
  Matrix.of fun i j => ∑ r, χ (-r) * H (r, i) (0, j)
```

A Bloch wave has the amplitudes $\chi(x)\,u(i)$.

```lean
/-- The Bloch wave with character `χ` and orbital amplitudes `u`. -/
def blochWave {G I : Type*} [AddCommGroup G] (χ : AddChar G ℂ) (u : I → ℂ) : G × I → ℂ :=
  fun p => χ p.1 * u p.2
```

Here a flat band at $E$ means that $E$ is an eigenvalue of $B_\chi$ for every character $\chi$. This concerns the momenta allowed by the finite lattice and says nothing about values between them. Nor must the energy come from one constant band: on a ring of two cells, where $k$ is $0$ or $\pi$, the dispersive bands $2t\cos k$ and $-2t\cos k$ together supply the energy $2t$ at both momenta. With a single cell it reduces to $E$ being an eigenvalue of $H$.

```lean
/-- The energy `E` is an eigenvalue of the Bloch matrix at every character. -/
def IsFlatBand (H : Matrix (G × I) (G × I) ℂ) (E : ℂ) : Prop :=
  ∀ χ : AddChar G ℂ, ∃ u, IsEigenstate (bloch H χ) E u
```

## Translations commute with the Hamiltonian

Shift the summed cell by $a$, then use translation invariance:

$$(HT_a\psi)(x,i)=\sum_{y,j}H_{(x,i),(y,j)}\psi(y-a,j)=\sum_{y,j}H_{(x,i),(y+a,j)}\psi(y,j)=\sum_{y,j}H_{(x-a,i),(y,j)}\psi(y,j).$$

The last sum is $(H\psi)(x-a,i)$. In the proof, `Equiv.sum_comp` with `Equiv.addRight a` performs the shift, and `h` is the invariance applied to the cells $x-a$ and $y$.

```lean
variable {H : Matrix (G × I) (G × I) ℂ} {E : ℂ} {ψ : G × I → ℂ}

/-- A translation-invariant Hamiltonian commutes with lattice translations. -/
theorem mulVec_translate (hH : TranslationInvariant H) (a : G) (ψ : G × I → ℂ) :
    H *ᵥ translate a ψ = translate a (H *ᵥ ψ) := by
  funext ⟨x, i⟩
  simp only [Matrix.mulVec, dotProduct, translate, Fintype.sum_prod_type]
  -- shift the summed cell by `a`
  refine (Equiv.sum_comp (Equiv.addRight a) _).symm.trans ?_
  refine Finset.sum_congr rfl fun y _ => Finset.sum_congr rfl fun j _ => ?_
  have h := hH a (x - a) y i j
  rw [sub_add_cancel] at h
  simp only [Equiv.coe_addRight, add_sub_cancel_right, h]
```

## The Fourier transform turns H into the Bloch matrix

Fix a source cell $y$ and write $x=r+y$. Then

$$\sum_x\chi(-x)H_{(x,i),(y,j)}=\sum_r\chi(-r)\chi(-y)H_{(r,i),(0,j)}=\chi(-y)B_\chi(i,j).$$

This is the statement `key`. Inserting it into the transform of $H\psi$ gives

$$\widehat{(H\psi)}_\chi(i)=\sum_{y,j}\chi(-y)B_\chi(i,j)\psi(y,j)=\sum_jB_\chi(i,j)\hat\psi_\chi(j).$$

The `calc` block follows the same route: expand, carry out the sum over $x$ first, apply `key`, and recognise the matrix product.

```lean
/-- For a translation-invariant `H`, the Fourier transform turns the action of `H` into that of its
Bloch matrix. -/
theorem cellFourier_mulVec (hH : TranslationInvariant H) (ψ : G × I → ℂ) (χ : AddChar G ℂ) :
    cellFourier (H *ᵥ ψ) χ = bloch H χ *ᵥ cellFourier ψ χ := by
  funext i
  have key : ∀ y j, ∑ x, χ (-x) * H (x, i) (y, j) = χ (-y) * bloch H χ i j := by
    intro y j
    refine (Equiv.sum_comp (Equiv.addRight y) _).symm.trans ?_
    simp only [bloch, Matrix.of_apply, Finset.mul_sum, Equiv.coe_addRight]
    refine Finset.sum_congr rfl fun r _ => ?_
    have h := hH y r 0 i j
    rw [zero_add] at h
    rw [h, neg_add, AddChar.map_add_eq_mul]
    ring
  calc cellFourier (H *ᵥ ψ) χ i
      = ∑ x, ∑ y, ∑ j, χ (-x) * (H (x, i) (y, j) * ψ (y, j)) := by
        simp only [cellFourier, Matrix.mulVec, dotProduct, Fintype.sum_prod_type,
          Finset.mul_sum]
    _ = ∑ y, ∑ j, (∑ x, χ (-x) * H (x, i) (y, j)) * ψ (y, j) := by
        rw [Finset.sum_comm]
        refine Finset.sum_congr rfl fun y _ => ?_
        rw [Finset.sum_comm]
        refine Finset.sum_congr rfl fun j _ => ?_
        rw [Finset.sum_mul]
        exact Finset.sum_congr rfl fun x _ => by ring
    _ = ∑ j, ∑ y, bloch H χ i j * (χ (-y) * ψ (y, j)) := by
        rw [Finset.sum_comm]
        refine Finset.sum_congr rfl fun j _ => Finset.sum_congr rfl fun y _ => ?_
        rw [key]
        ring
    _ = (bloch H χ *ᵥ cellFourier ψ χ) i := by
        simp only [Matrix.mulVec, dotProduct, cellFourier, Finset.mul_sum]
```

## What one eigenstate implies

Let $H\psi=E\psi$ with $\psi\neq0$. Commutation gives $HT_a\psi=T_aH\psi=E\,T_a\psi$. The translate is nonzero, because $T_a\psi=0$ evaluated at the cell $x+a$ would give $\psi(x,i)=0$ for all $x$ and $i$. Transforming the eigenvalue equation gives

$$B_\chi\hat\psi_\chi=\widehat{(H\psi)}_\chi=E\,\hat\psi_\chi.$$

Where $\hat\psi_\chi\neq0$, it is therefore an eigenvector of $B_\chi$. Where it vanishes, the equation reads $0=0$ and places no condition on the spectrum, as at phase $-1$ in the two-cell example.

The theorem states both conclusions for every $a$ and every $\chi$. Its three bullets are the nonvanishing of the translate, the translate's eigenvalue equation and the Bloch equation.

```lean
/-- Let `ψ` be an eigenstate of a translation-invariant `H` with energy `E`. Every translate of `ψ`
is an eigenstate of energy `E`, and wherever the Fourier transform of `ψ` is nonzero, that transform
is an eigenvector of the Bloch matrix with eigenvalue `E`. -/
theorem eigenstate_translate_and_bloch (hH : TranslationInvariant H)
    (hψ : IsEigenstate H E ψ) :
    (∀ a, IsEigenstate H E (translate a ψ)) ∧
      ∀ χ, cellFourier ψ χ ≠ 0 → IsEigenstate (bloch H χ) E (cellFourier ψ χ) := by
  refine ⟨fun a => ⟨fun h => hψ.1 ?_, ?_⟩, fun χ hχ => ⟨hχ, ?_⟩⟩
  · funext ⟨x, i⟩
    have h' := congrFun h (x + a, i)
    simpa [translate] using h'
  · rw [mulVec_translate hH, hψ.2]
    rfl
  · rw [← cellFourier_mulVec hH, hψ.2]
    funext i
    simp only [cellFourier, Pi.smul_apply, smul_eq_mul, Finset.mul_sum]
    exact Finset.sum_congr rfl fun x _ => by ring
```

## From Bloch vectors back to the lattice

For the reverse direction, apply $H$ to a Bloch wave and sum over the separation $r$, with $y=x-r$:

$$\sum_{y,j}H_{(x,i),(y,j)}\chi(y)u(j)=\sum_{r,j}H_{(r,i),(0,j)}\chi(x)\chi(-r)u(j)=\chi(x)\,(B_\chi u)(i).$$

An eigenvector of $B_\chi$ thus yields an eigenstate of $H$ in Bloch form. Bloch's theorem for a Hermitian crystal also supplies a complete basis of such states, which is neither needed nor claimed here. The change of variable is `Equiv.subLeft x`.

```lean
/-- On a Bloch wave, a translation-invariant `H` acts on the orbital amplitudes through the Bloch
matrix. -/
theorem mulVec_blochWave (hH : TranslationInvariant H) (χ : AddChar G ℂ) (u : I → ℂ) :
    H *ᵥ blochWave χ u = blochWave χ (bloch H χ *ᵥ u) := by
  funext ⟨x, i⟩
  simp only [Matrix.mulVec, dotProduct, blochWave, bloch, Matrix.of_apply,
    Fintype.sum_prod_type, Finset.mul_sum, Finset.sum_mul]
  -- sum over the separation `r` instead of the cell `x - r`
  refine (Equiv.sum_comp (Equiv.subLeft x) _).symm.trans ?_
  rw [Finset.sum_comm]
  refine Finset.sum_congr rfl fun j _ => Finset.sum_congr rfl fun r _ => ?_
  have h := hH (x - r) r 0 i j
  rw [zero_add, add_sub_cancel] at h
  simp only [Equiv.subLeft_apply]
  rw [h, sub_eq_add_neg, AddChar.map_add_eq_mul]
  ring
```

The transform of a Bloch wave with character $\chi'$ at the character $\chi$ is $u(i)\sum_x\chi'(x)\chi(-x)$. If $\chi'=\chi$, every term of the sum is $1$ and the total is $|G|$. Otherwise $\eta=\chi'\chi^{-1}$ has $\eta(b)\neq1$ for some $b$. Shifting the sum $S=\sum_x\eta(x)$ by $b$ gives $S=\eta(b)S$, hence $S=0$. The proof takes this orthogonality from Mathlib as `AddChar.sum_eq_zero_of_ne_one`. For a unit vector $u$, the normalised wave is $\chi(x)u(i)/\sqrt{|G|}$, and its unitary transform at its own character is $u$.

```lean
omit [Fintype I] in
/-- The Fourier transform of a Bloch wave vanishes except at its own character, where it is
the number of cells times the orbital amplitudes. -/
theorem cellFourier_blochWave [DecidableEq (AddChar G ℂ)] (χ' χ : AddChar G ℂ) (u : I → ℂ) :
    cellFourier (blochWave χ' u) χ = if χ' = χ then (Fintype.card G : ℂ) • u else 0 := by
  funext i
  have h : cellFourier (blochWave χ' u) χ i = (∑ x, (χ' * χ⁻¹) x) * u i := by
    simp only [cellFourier, blochWave, Finset.sum_mul, AddChar.mul_apply, AddChar.inv_apply]
    exact Finset.sum_congr rfl fun x _ => by ring
  rw [h]
  split_ifs with hc
  · rw [hc, mul_inv_cancel]
    simp
  · rw [AddChar.sum_eq_zero_of_ne_one (fun h1 => hc (mul_inv_eq_one.mp h1))]
    simp
```

## Flat bands and nowhere-vanishing transforms

Suppose $E$ is an eigenvalue of every Bloch matrix. Choose an eigenvector $u_{\chi'}$ for each character and superpose:

$$\psi(x,i)=\sum_{\chi'}\chi'(x)\,u_{\chi'}(i).$$

Each term satisfies $H\psi=E\psi$ with the same $E$, so the sum does too. By orthogonality $\hat\psi_\chi=|G|\,u_\chi\neq0$ at every $\chi$, which also shows $\psi\neq0$. Conversely, an eigenstate whose transform vanishes nowhere provides an eigenvector of each $B_\chi$.

In the proof, `choose` selects the vectors, `hF` establishes the nonvanishing transforms, and `map_sum` carries $H$ through the superposition. The selection is arbitrary from one character to the next, so the resulting $\psi$ may extend over the whole lattice; the theorem doesn't promise a localised state.

```lean
/-- For a translation-invariant `H`, an energy is an eigenvalue of every Bloch matrix exactly when
`H` has an eigenstate of that energy whose Fourier transform is nonzero at every character. -/
theorem isFlatBand_iff (hH : TranslationInvariant H) :
    IsFlatBand H E ↔ ∃ ψ, IsEigenstate H E ψ ∧ ∀ χ, cellFourier ψ χ ≠ 0 := by
  classical
  constructor
  · intro hflat
    choose u hu using hflat
    -- superpose one Bloch eigenstate for each character
    have hF : ∀ χ, cellFourier (∑ χ', blochWave χ' (u χ')) χ ≠ 0 := by
      intro χ
      have hs : cellFourier (∑ χ', blochWave χ' (u χ')) χ
          = ∑ χ', cellFourier (blochWave χ' (u χ')) χ := by
        funext i
        simp only [cellFourier, Finset.sum_apply, Finset.mul_sum]
        exact Finset.sum_comm
      rw [hs]
      simp only [cellFourier_blochWave, Finset.sum_ite_eq', Finset.mem_univ, if_true]
      exact smul_ne_zero (Nat.cast_ne_zero.mpr Fintype.card_ne_zero) (hu χ).1
    refine ⟨∑ χ', blochWave χ' (u χ'), ⟨fun h0 => hF 1 ?_, ?_⟩, hF⟩
    · rw [h0]
      funext i
      simp [cellFourier]
    · have hm := map_sum H.mulVecLin (fun χ' => blochWave χ' (u χ')) Finset.univ
      simp only [Matrix.mulVecLin_apply] at hm
      rw [hm, Finset.smul_sum]
      refine Finset.sum_congr rfl fun χ' _ => ?_
      rw [mulVec_blochWave hH, (hu χ').2]
      funext p
      simp only [blochWave, Pi.smul_apply, smul_eq_mul]
      ring
  · rintro ⟨ψ, hψ, hF⟩ χ
    exact ⟨_, (eigenstate_translate_and_bloch hH hψ).2 χ (hF χ)⟩
```

## A state confined to one cell

If $\psi$ vanishes outside the cell $a$, its transform has a single term, $\hat\psi_\chi(i)=\chi(-a)\psi(a,i)$. Since $\chi(-a)\chi(a)=\chi(0)=1$, the phase is nonzero. A vanishing transform would force $\psi(a,i)=0$ for all $i$, hence $\psi=0$. The transform of an eigenstate confined to one cell therefore vanishes nowhere, and its energy is a flat band. A state on several cells can lose some momenta to interference, as $(1,1)/\sqrt2$ did.

For non-interacting tight-binding models on a finite periodic lattice, this gives a check on band-structure code: the energy of a single-cell eigenstate must appear at every allowed momentum.

```lean
/-- For a translation-invariant `H`, the energy of an eigenstate confined to a single cell is an
eigenvalue of the Bloch matrix at every character. -/
theorem isFlatBand_of_single_cell (hH : TranslationInvariant H) (hψ : IsEigenstate H E ψ)
    (a : G) (hloc : ∀ x i, x ≠ a → ψ (x, i) = 0) : IsFlatBand H E := by
  refine (isFlatBand_iff hH).mpr ⟨ψ, hψ, fun χ h0 => hψ.1 ?_⟩
  have hχ : χ (-a) ≠ 0 := by
    intro hz
    have h1 : χ (-a + a) = χ (-a) * χ a := AddChar.map_add_eq_mul χ (-a) a
    rw [neg_add_cancel, AddChar.map_zero_eq_one, hz, zero_mul] at h1
    exact one_ne_zero h1
  funext ⟨x, i⟩
  by_cases hx : x = a
  · -- only the cell `a` contributes to the transform
    have hs : cellFourier ψ χ i = χ (-a) * ψ (a, i) := by
      refine Finset.sum_eq_single a (fun y _ hy => ?_) (fun h => absurd (Finset.mem_univ a) h)
      rw [hloc y i hy, mul_zero]
    rw [h0] at hs
    rw [hx]
    exact (mul_eq_zero.mp hs.symm).resolve_left hχ
  · exact hloc x i hx
```

## The cross-stitch lattice

Each cell has two orbitals, numbered $0$ and $1$. The amplitude between cells separated by $r$ is $t(r)$, whichever orbitals are involved, and the two orbitals of one cell have an extra coupling $v$:

$$H_{(x,i),(y,j)}=t(x-y)+v\,\delta_{xy}(1-\delta_{ij}).$$

The function $t$ is arbitrary, so the range of the hopping is too. Its value $t(0)$ acts within a cell: the on-site energy is $t(0)$ and the full coupling between the two orbitals is $t(0)+v$. The model is Hermitian when $t(-r)=\overline{t(r)}$ and $v$ is real.

```lean
/-- The cross-stitch Hamiltonian: an amplitude `t` of the cell separation (zero separation
included), the same for all pairs of orbitals, and an extra coupling `v` between the two orbitals of
a cell. -/
def crossStitch [DecidableEq G] (t : G → ℂ) (v : ℂ) : Matrix (G × Fin 2) (G × Fin 2) ℂ :=
  fun p q => t (p.1 - q.1) + if p.1 = q.1 ∧ p.2 ≠ q.2 then v else 0
```

The candidate state has amplitudes $1$ and $-1$ on the orbitals of the cell at the origin, or $\pm1/\sqrt2$ once normalised.

```lean
/-- The state with amplitudes `1` and `-1` on the two orbitals of the cell at the origin. -/
def antisymmetricCell [DecidableEq G] : G × Fin 2 → ℂ :=
  fun p => if p.1 = 0 then (if p.2 = 0 then 1 else -1) else 0
```

Acting with $H$ on it gives

$$(H\psi)(x,i)=H_{(x,i),(0,0)}-H_{(x,i),(0,1)}.$$

The two $t(x)$ terms cancel by destructive interference. Away from the origin nothing remains; at the origin the result is $-v$ for $i=0$ and $+v$ for $i=1$. Thus $H\psi=-v\psi$, and the single-cell result makes $-v$ a flat band. In the proof, `Finset.sum_eq_single` reduces the sum to the occupied cell, and the case split covers both orbitals, at the origin and away from it.

The Bloch matrix shows the same cancellation. With $\tau_\chi=\sum_r\chi(-r)t(r)$, its diagonal entries are $\tau_\chi$ and its off-diagonal entries $\tau_\chi+v$, so a short calculation, not part of the theorem below, gives the eigenvalues $-v$ and $2\tau_\chi+v$. All dispersion sits in the second band.

```lean
/-- The cross-stitch Hamiltonian is translation invariant, the antisymmetric cell state is an
eigenstate of energy `-v`, and `-v` is an eigenvalue of every Bloch matrix. -/
theorem crossStitch_witness [DecidableEq G] (t : G → ℂ) (v : ℂ) :
    TranslationInvariant (crossStitch t v) ∧
      IsEigenstate (crossStitch t v) (-v) antisymmetricCell ∧
      IsFlatBand (crossStitch t v) (-v) := by
  have hT : TranslationInvariant (crossStitch t v) := by
    intro a x y i j
    simp only [crossStitch, add_sub_add_right_eq_sub, add_left_inj]
  have hE : IsEigenstate (crossStitch t v) (-v) antisymmetricCell := by
    constructor
    · intro h
      have h' := congrFun h ((0 : G), (0 : Fin 2))
      simp [antisymmetricCell] at h'
    · funext ⟨x, i⟩
      simp only [Matrix.mulVec, dotProduct, Fintype.sum_prod_type]
      rw [Finset.sum_eq_single (0 : G)]
      · fin_cases i <;> by_cases hx : x = 0 <;>
          simp [crossStitch, antisymmetricCell, Fin.sum_univ_two, hx]
      · intro y _ hy
        simp [antisymmetricCell, hy]
      · intro h
        exact absurd (Finset.mem_univ _) h
  refine ⟨hT, hE, isFlatBand_of_single_cell hT hE 0 fun x i hx => ?_⟩
  simp [antisymmetricCell, hx]

end

end FlatBands
```

```lean
#print axioms FlatBands.eigenstate_translate_and_bloch
#print axioms FlatBands.isFlatBand_of_single_cell
```

```
'FlatBands.eigenstate_translate_and_bloch' depends on axioms: [propext, Classical.choice, Quot.sound]
'FlatBands.isFlatBand_of_single_cell' depends on axioms: [propext, Classical.choice, Quot.sound]
```
